# Composite quadrature with fixed nodes inside each panel converges to the integral of every continuous integrand exactly when the weights sum to one

## Can a negative weight spoil the limit when the integrand has a kink?

If the weights of my composite quadrature rule add up to 0.99, the sums still settle down as I refine the grid, but on a value one per cent too small, and nothing in the sequence warns me. That much I can see from a constant integrand. What worries me is whether something else can go wrong in the same quiet way.

I compute radial integrals in which the potential has a kink at a matching radius. My rule is the three-point open Newton-Cotes formula on each panel, and its middle weight is negative. The error formula I know needs a fourth derivative, which I don't have at the kink. Does the rule still converge to the integral, or do I need positive weights, or more smoothness?

## The weight sum alone decides the limit

It converges. For a fixed rule with finitely many nodes inside the panel, continuity of the integrand is enough, and the signs of the weights don't matter. The sums always tend to the integral multiplied by the sum of the weights, so the limit is right for every continuous integrand exactly when that sum is one.

### From one panel to the whole interval

Let $a<b$, divide $[a,b]$ into $N\ge 1$ panels of width $h=(b-a)/N$, and put $x_k=a+kh$ for $k=0,\dots,N-1$. The rule has relative positions $c_i\in[0,1]$ and real weights $w_i$, and gives

$$Q_N=h\sum_{k=0}^{N-1}\sum_i w_i\,f(x_k+c_ih).$$

Write $I=\int_a^b f(t)\,dt$, $W=\sum_i w_i$ and $A=\sum_i|w_i|$.

**One sample on one panel.** Suppose $f$ stays within $\varepsilon$ of the sample value $f(\xi)$ on the panel $[x,x+h]$. Then

$$\Big|h f(\xi)-\int_x^{x+h}f(t)\,dt\Big|=\Big|\int_x^{x+h}\big(f(\xi)-f(t)\big)dt\Big|\le\varepsilon h.$$

**All samples.** The panel integrals add up to $I$, so

$$Q_N-W I=\sum_{k=0}^{N-1}\sum_i w_i\Big[h f(x_k+c_ih)-\int_{x_k}^{x_k+h}f(t)\,dt\Big].$$

If $f$ varies by at most $\varepsilon$ over distances up to $h$, each bracket is at most $\varepsilon h$ in absolute value. Since $Nh=b-a$,

$$|Q_N-W I|\le N A\,\varepsilon h=A\,\varepsilon\,(b-a).$$

A negative weight enters only through $A$. For your rule $A=\tfrac23+\tfrac13+\tfrac23=\tfrac53$, against $1$ for positive weights of sum one. It enlarges the bound by a fixed factor and leaves the limit alone.

**The limit.** Let $\varepsilon>0$ now be the accuracy wanted for the sum. Put $M=A(b-a)$ and $\eta=\varepsilon/(M+1)$. A continuous function on a closed bounded interval is uniformly continuous, so there is a $\delta>0$ such that $f$ varies by less than $\eta$ over distances below $\delta$. Once $N>(b-a)/\delta$, the panel width is below $\delta$, and

$$|Q_N-W I|\le \eta M<\eta(M+1)=\varepsilon.$$

Hence $Q_N\to W I$.

**The condition on the weights.** If $W=1$, the limit is $I$. Conversely, if the sums converge to $I$ for even one continuous $f$ with $I\neq0$, then $W I=I$ and $W=1$. The constant function $1$, with $I=b-a>0$, is such an $f$.

**A rate at a kink.** If $|f(s)-f(t)|\le K|s-t|$ on $[a,b]$, take $\varepsilon=Kh$ in the bound for all samples. With $W=1$ this gives

$$|Q_N-I|\le \frac{A K(b-a)^2}{N}.$$

A kink with finite slopes on both sides is compatible with this condition. The bound covers every such integrand and every rule with $W=1$, and the actual error may fall faster. Suppose that you use your rule and that $f$ has a bounded fourth derivative on each side of a single kink. By the usual error formula, the panels without the kink contribute at most order $1/N^4$ in total. The one panel with the kink inside contributes at most $AKh^2$, so the whole error is at most of order $1/N^2$. If the kink always lies on a panel boundary, the order $1/N^4$ is kept. This refinement is not part of the Lean theorems.

### What the Lean statements say

The finite type `ι` labels the nodes, and `c` and `w` hold their relative positions and weights. `compositeRule c w f a b N` is the double sum $Q_N$. At `N = 0` it is zero, which has no effect on the limit.

The letter $h$ is the width of a whole panel. Textbooks often use it for the distance between neighbouring nodes, which for your rule is a quarter of that. The weights are relative to the panel width, so they should sum to one and not to a length.

The integrand `f : ℝ → ℝ` is defined on the whole line, but `ContinuousOn f (Icc a b)` requires continuity only on $[a,b]$. The expression `∫ t in a..b, f t` is the ordinary integral, and `Tendsto … atTop (𝓝 …)` is convergence as $N\to\infty$.

The main theorem, `composite_converges_iff`, says that for nodes in $[0,1]$ and $a<b$, convergence to the integral for all continuous `f` is equivalent to `∑ i, w i = 1`. The strict inequality matters: at $a=b$ the sums and the integral all vanish, whatever the weights are. The general error bounds and the limit $W I$ need only $a\le b$. In `lipschitz_error` the constant `K` is a nonnegative real number. The last theorem treats your rule, with nodes $\tfrac14,\tfrac12,\tfrac34$ and weights $\tfrac23,-\tfrac13,\tfrac23$.

The rule stays fixed while the panels shrink. Raising the number of nodes on a single panel is a different limit, in which $A$ may grow. The panels are equal and the interval is finite, and for a merely continuous integrand no rate is given. Rounding is not covered: the samples and sums in the theorems are real numbers without error.

In electronic-structure work the result bears on one-dimensional radial integrals over a finite range, provided that the integrand is continuous up to both ends and the panels are equal in the integration variable.

```lean
import Mathlib

open Set Filter Topology

namespace CompositeQuadrature

noncomputable section

variable {ι : Type*} [Fintype ι]

/-- The composite rule on `[a, b]` with `N ≥ 1` panels of width `h = (b - a) / N`: in each panel
the integrand is sampled at the relative positions `c i` with weights `w i`. -/
def compositeRule (c w : ι → ℝ) (f : ℝ → ℝ) (a b : ℝ) (N : ℕ) : ℝ :=
  (b - a) / N * ∑ k ∈ Finset.range N, ∑ i, w i * f (a + (k + c i) * ((b - a) / N))

/-- If a continuous integrand stays within `ε` of the sample value `f ξ` on a panel of width
`h ≥ 0`, then `h * f ξ` differs from the integral over the panel by at most `ε * h`. -/
theorem panel_error {f : ℝ → ℝ} {x h ε ξ : ℝ} (hh : 0 ≤ h)
    (hf : ContinuousOn f (Icc x (x + h)))
    (hε : ∀ t ∈ Icc x (x + h), |f ξ - f t| ≤ ε) :
    |h * f ξ - ∫ t in x..(x + h), f t| ≤ ε * h := by
  have hle : x ≤ x + h := by linarith
  have hi : IntervalIntegrable f MeasureTheory.volume x (x + h) := by
    apply ContinuousOn.intervalIntegrable
    rwa [Set.uIcc_of_le hle]
  -- write the error as the integral of the deviation from the sample value
  have e : h * f ξ - ∫ t in x..(x + h), f t = ∫ t in x..(x + h), (f ξ - f t) := by
    rw [intervalIntegral.integral_sub (continuous_const.intervalIntegrable _ _) hi,
      intervalIntegral.integral_const, smul_eq_mul]
    ring
  have key : ‖∫ t in x..(x + h), (f ξ - f t)‖ ≤ ε * |x + h - x| := by
    apply intervalIntegral.norm_integral_le_of_norm_le_const
    intro t ht
    rw [Set.uIoc_of_le hle] at ht
    rw [Real.norm_eq_abs]
    exact hε t ⟨ht.1.le, ht.2⟩
  rw [e]
  rwa [Real.norm_eq_abs, add_sub_cancel_left, abs_of_nonneg hh] at key

/-- Let `a ≤ b`, let the nodes lie in `[0, 1]`, and let `f` be continuous on `[a, b]` and vary there
by at most `ε` over distances up to the panel width. Then the composite sum with `N ≥ 1` panels
differs from `(∑ w i) ∫ f` by at most `(∑ |w i|) ε (b - a)`. -/
theorem composite_error {c w : ι → ℝ} (hc : ∀ i, c i ∈ Icc (0 : ℝ) 1) {a b : ℝ} (hab : a ≤ b)
    {f : ℝ → ℝ} (hf : ContinuousOn f (Icc a b)) {N : ℕ} (hN : 0 < N) {ε : ℝ}
    (hε : ∀ s ∈ Icc a b, ∀ t ∈ Icc a b, |s - t| ≤ (b - a) / N → |f s - f t| ≤ ε) :
    |compositeRule c w f a b N - (∑ i, w i) * ∫ t in a..b, f t|
      ≤ (∑ i, |w i|) * (ε * (b - a)) := by
  have hN' : (0 : ℝ) < N := by exact_mod_cast hN
  obtain ⟨h, hh⟩ : ∃ h : ℝ, h = (b - a) / N := ⟨_, rfl⟩
  rw [← hh] at hε
  have hh0 : 0 ≤ h := by
    rw [hh]
    exact div_nonneg (by linarith) hN'.le
  have hNh : (N : ℝ) * h = b - a := by
    rw [hh]
    exact mul_div_cancel₀ _ hN'.ne'
  have hend : a + (N : ℝ) * h = b := by linarith
  have hsub : ∀ k : ℕ, k < N → Icc (a + k * h) (a + k * h + h) ⊆ Icc a b := by
    intro k hk t ht
    have h1 : (k : ℝ) + 1 ≤ N := by exact_mod_cast hk
    have h2 := mul_le_mul_of_nonneg_right h1 hh0
    have h3 : 0 ≤ (k : ℝ) * h := by positivity
    exact ⟨by linarith [ht.1], by linarith [ht.2]⟩
  have hs : ∀ k : ℕ, a + ((k + 1 : ℕ) : ℝ) * h = a + k * h + h := by
    intro k
    push_cast
    ring
  -- the integral is the sum of the panel integrals
  have hsplit : ∑ k ∈ Finset.range N, ∫ t in (a + k * h)..(a + k * h + h), f t
      = ∫ t in a..b, f t := by
    have hint : ∀ k < N, IntervalIntegrable f MeasureTheory.volume
        ((fun k : ℕ => a + (k : ℝ) * h) k) ((fun k : ℕ => a + (k : ℝ) * h) (k + 1)) := by
      intro k hk
      apply ContinuousOn.intervalIntegrable
      simp only [hs]
      rw [Set.uIcc_of_le (le_add_of_nonneg_right hh0)]
      exact hf.mono (hsub k hk)
    have key := intervalIntegral.sum_integral_adjacent_intervals hint
    simp only [hs, hend, Nat.cast_zero, zero_mul, add_zero] at key
    exact key
  have e : compositeRule c w f a b N - (∑ i, w i) * ∫ t in a..b, f t
      = ∑ k ∈ Finset.range N, ∑ i, w i * (h * f (a + (k + c i) * h)
        - ∫ t in (a + k * h)..(a + k * h + h), f t) := by
    rw [compositeRule, ← hh, ← hsplit, Finset.mul_sum, Finset.mul_sum,
      ← Finset.sum_sub_distrib]
    refine Finset.sum_congr rfl fun k _ => ?_
    rw [Finset.mul_sum, Finset.sum_mul, ← Finset.sum_sub_distrib]
    exact Finset.sum_congr rfl fun i _ => by ring
  rw [e]
  -- apply the one-panel estimate to every node of every panel
  calc _ ≤ ∑ k ∈ Finset.range N, ∑ i, |w i| * (ε * h) := by
        refine (Finset.abs_sum_le_sum_abs _ _).trans (Finset.sum_le_sum fun k hk => ?_)
        refine (Finset.abs_sum_le_sum_abs _ _).trans (Finset.sum_le_sum fun i _ => ?_)
        rw [abs_mul]
        refine mul_le_mul_of_nonneg_left ?_ (abs_nonneg _)
        have hk' := hsub k (Finset.mem_range.mp hk)
        have q1 := mul_nonneg (hc i).1 hh0
        have q2 := mul_le_mul_of_nonneg_right (hc i).2 hh0
        have p : a + (k + c i) * h ∈ Icc (a + k * h) (a + k * h + h) :=
          ⟨by linarith, by linarith⟩
        exact panel_error hh0 (hf.mono hk') fun t ht => hε _ (hk' p) _ (hk' ht)
          (abs_le.2 ⟨by linarith [p.1, ht.2], by linarith [p.2, ht.1]⟩)
    _ = (∑ i, |w i|) * (ε * (b - a)) := by
        rw [← hNh, Finset.sum_const, Finset.card_range, nsmul_eq_mul, ← Finset.sum_mul]
        ring

/-- For nodes in `[0, 1]`, weights of sum one and an integrand with Lipschitz constant `K` on
`[a, b]`, the error with `N ≥ 1` panels is at most `(∑ |w i|) K (b - a)² / N`. -/
theorem lipschitz_error {c w : ι → ℝ} (hc : ∀ i, c i ∈ Icc (0 : ℝ) 1) (hw : ∑ i, w i = 1)
    {a b : ℝ} (hab : a ≤ b) {f : ℝ → ℝ} {K : NNReal} (hf : LipschitzOnWith K f (Icc a b))
    {N : ℕ} (hN : 0 < N) :
    |compositeRule c w f a b N - ∫ t in a..b, f t|
      ≤ (∑ i, |w i|) * K * (b - a) ^ 2 / N := by
  have key := composite_error (w := w) hc hab hf.continuousOn hN (ε := K * ((b - a) / N))
    (fun s hs t ht hst => by
      have h1 := hf.dist_le_mul s hs t ht
      rw [Real.dist_eq, Real.dist_eq] at h1
      exact h1.trans (mul_le_mul_of_nonneg_left hst K.coe_nonneg))
  rw [hw, one_mul] at key
  exact key.trans (le_of_eq (by ring))

/-- For nodes in `[0, 1]` and any real weights, the composite sums of a continuous function
converge to the integral multiplied by the sum of the weights. -/
theorem tendsto_weightSum_mul_integral {c : ι → ℝ} (w : ι → ℝ)
    (hc : ∀ i, c i ∈ Icc (0 : ℝ) 1) {a b : ℝ} (hab : a ≤ b)
    {f : ℝ → ℝ} (hf : ContinuousOn f (Icc a b)) :
    Tendsto (compositeRule c w f a b) atTop (𝓝 ((∑ i, w i) * ∫ t in a..b, f t)) := by
  rw [Metric.tendsto_atTop]
  intro ε hε
  obtain ⟨M, hM⟩ : ∃ M : ℝ, M = (∑ i, |w i|) * (b - a) := ⟨_, rfl⟩
  have hM0 : 0 ≤ M := by
    rw [hM]
    exact mul_nonneg (Finset.sum_nonneg fun i _ => abs_nonneg _) (by linarith)
  have hM1 : 0 < M + 1 := by linarith
  obtain ⟨η, hη⟩ : ∃ η : ℝ, η = ε / (M + 1) := ⟨_, rfl⟩
  have hη0 : 0 < η := by
    rw [hη]
    exact div_pos hε hM1
  have hηM : η * (M + 1) = ε := by
    rw [hη]
    exact div_mul_cancel₀ _ hM1.ne'
  -- uniform continuity supplies a panel width that works everywhere on the interval
  obtain ⟨δ, hδ, hu⟩ := Metric.uniformContinuousOn_iff.1
    (isCompact_Icc.uniformContinuousOn_of_continuous hf) η hη0
  obtain ⟨n, hn⟩ := exists_nat_gt ((b - a) / δ)
  refine ⟨n + 1, fun N hN => ?_⟩
  have hNpos : 0 < N := by omega
  have hN' : (0 : ℝ) < N := by exact_mod_cast hNpos
  have hnN : (n : ℝ) ≤ N := by exact_mod_cast (by omega : n ≤ N)
  have hwidth : (b - a) / N < δ := by
    have h1 := (div_lt_iff₀ hδ).1 (hn.trans_le hnN)
    rw [div_lt_iff₀ hN']
    linarith
  have key := composite_error (w := w) hc hab hf hNpos (ε := η)
    (fun s hs t ht hst => by
      have h1 := hu s hs t ht (by rw [Real.dist_eq]; exact hst.trans_lt hwidth)
      rw [Real.dist_eq] at h1
      exact h1.le)
  rw [Real.dist_eq]
  have h2 : (∑ i, |w i|) * (η * (b - a)) = η * M := by
    rw [hM]
    ring
  linarith

/-- For nodes in `[0, 1]`, convergence to the correct integral for a single continuous function
whose integral is nonzero already forces the weights to sum to one. -/
theorem weightSum_eq_one_of_tendsto {c w : ι → ℝ} (hc : ∀ i, c i ∈ Icc (0 : ℝ) 1)
    {a b : ℝ} (hab : a ≤ b) {f : ℝ → ℝ} (hf : ContinuousOn f (Icc a b))
    (hI : ∫ t in a..b, f t ≠ 0)
    (hlim : Tendsto (compositeRule c w f a b) atTop (𝓝 (∫ t in a..b, f t))) :
    ∑ i, w i = 1 := by
  have h := tendsto_nhds_unique (tendsto_weightSum_mul_integral w hc hab hf) hlim
  exact mul_right_cancel₀ hI (by rw [h, one_mul])

/-- For nodes in `[0, 1]`, real weights of any sign and `a < b`, the composite sums converge to
the integral for every continuous function on `[a, b]` if and only if the weights sum to one. -/
theorem composite_converges_iff {c w : ι → ℝ} (hc : ∀ i, c i ∈ Icc (0 : ℝ) 1)
    {a b : ℝ} (hab : a < b) :
    (∀ f : ℝ → ℝ, ContinuousOn f (Icc a b) →
      Tendsto (compositeRule c w f a b) atTop (𝓝 (∫ t in a..b, f t))) ↔ ∑ i, w i = 1 := by
  constructor
  · intro h
    -- test the rule on the constant function 1
    have hI : ∫ _t in a..b, (1 : ℝ) ≠ 0 := by
      rw [intervalIntegral.integral_const, smul_eq_mul, mul_one]
      exact (sub_pos.2 hab).ne'
    exact weightSum_eq_one_of_tendsto hc hab.le continuousOn_const hI
      (h (fun _ => 1) continuousOn_const)
  · intro hw f hf
    have h := tendsto_weightSum_mul_integral w hc hab.le hf
    rwa [hw, one_mul] at h

/-- The composite three-point open Newton-Cotes rule, with nodes `1/4, 1/2, 3/4` and weights
`2/3, -1/3, 2/3`, converges to the integral of every continuous function on `[a, b]`, `a < b`. -/
theorem open_newton_cotes_converges {a b : ℝ} (hab : a < b) {f : ℝ → ℝ}
    (hf : ContinuousOn f (Icc a b)) :
    Tendsto (compositeRule ![1 / 4, 1 / 2, 3 / 4] ![2 / 3, -1 / 3, 2 / 3] f a b) atTop
      (𝓝 (∫ t in a..b, f t)) := by
  refine (composite_converges_iff ?_ hab).2 ?_ f hf
  · intro i
    fin_cases i <;> norm_num [Set.mem_Icc]
  · norm_num [Fin.sum_univ_succ]

end

end CompositeQuadrature
```

```lean
#print axioms CompositeQuadrature.lipschitz_error
#print axioms CompositeQuadrature.composite_converges_iff
#print axioms CompositeQuadrature.open_newton_cotes_converges
```

```
'CompositeQuadrature.lipschitz_error' depends on axioms: [propext, Classical.choice, Quot.sound]
'CompositeQuadrature.composite_converges_iff' depends on axioms: [propext, Classical.choice, Quot.sound]
'CompositeQuadrature.open_newton_cotes_converges' depends on axioms: [propext, Classical.choice, Quot.sound]
```

### How the lemmas carry the argument

`panel_error` is the estimate for one sample. Its equation `e` writes the error as the integral of $f(\xi)-f(t)$, and `norm_integral_le_of_norm_le_const` bounds that integral by the largest deviation times the length.

`composite_error` is the bound for all samples. The fact `hsub` places each panel inside $[a,b]$, and `hsplit` joins the panel integrals into $I$ by `sum_integral_adjacent_intervals`. The equation `e` is the double-sum identity for $Q_N-W I$. The `calc` block applies the triangle inequality first over panels and then over nodes, and uses `panel_error` on each term. This is where $c_i\in[0,1]$ is used: it puts the sample point in its own panel, so that its distance from any other point there is at most $h$. The last line of the block replaces $Nh$ by $b-a$.

`lipschitz_error` inserts $\varepsilon=K(b-a)/N$ into this bound.

`tendsto_weightSum_mul_integral` follows the limit argument with the same $M$, $\eta$ and $\delta$. The $1$ in $M+1$ keeps the denominator positive even when all weights vanish. Uniform continuity comes from the compactness of $[a,b]$, and `exists_nat_gt` supplies a sufficiently large number of panels.

`weightSum_eq_one_of_tendsto` compares the two limits by `tendsto_nhds_unique` and cancels the nonzero integral. `composite_converges_iff` applies it to the constant function $1$ in one direction and sets $W=1$ in the general limit in the other. For `open_newton_cotes_converges` it remains to check that the three nodes lie in $[0,1]$ and that the weights sum to one.

### A node outside its panel

If the nodes may be any real numbers, weight sum one no longer suffices. Take $[a,b]=[0,1]$ and a single node $c=2$ with weight $1$. Let $f(x)=0$ for $x\le1$ and $f(x)=1/(x-1)$ for $x>1$. This $f$ is continuous on $[0,1]$, where it is zero, and its integral there is $0$.

The sample points are $(k+2)/N$ for $k=0,\dots,N-1$. Only the last one, $1+1/N$, lies beyond $1$, and there $f=N$. So $Q_N=\tfrac1N\cdot N=1$ for every $N\ge1$, and the sums never approach the integral. Continuity on $[0,1]$ says nothing about a sample taken outside it.
